# At fixed electron number, fractional occupations within d < 1 of their ideal values give |c − 1/2| ≤ 3d/(4(1−d)) in canonical purification

**Q:** You replace the density matrix by a list of occupations \(x_i\in[0,1]\) and a separately supplied set of chosen levels. Where is the physics?

**A:** The parameter \(c\) depends on the matrix only through traces of its powers, so the occupations determine it:
\[
c=\frac{\sum_i(x_i^2-x_i^3)}{\sum_i(x_i-x_i^2)} .
\]
The chosen set says which levels should end up full. Let \(q_i=1\) on it and \(q_i=0\) elsewhere. We assume \(|x_i-q_i|\le d<1\), and \(\sum_i x_i=N\), the number of chosen levels. The width \(d\) bounds the deviations from these target occupations; the sum rule fixes the electron number. If \(d\ge\tfrac12\), the chosen levels need not be the ones that purification fills: from occupations 0.3 and 0.7 it fills the second level, whichever was chosen.

**Q:** Why should \(c\) be near one half? Derive it by hand.

**A:** Put \(t_i=|x_i-q_i|\), \(w_i=x_i-x_i^2=t_i(1-t_i)\), and
\[
K(d)=\frac{d(3-2d)}{2(2-d)},\qquad K=K(d).
\]
We want \(\sum_i(x_i-\tfrac12+K)w_i\ge0\) and \(\sum_i(\tfrac12+K-x_i)w_i\ge0\). Since \(\sum_i(x_i-q_i)=0\), we may add \((\tfrac12-K)(x_i-q_i)\) to each term of the first sum and \((K-\tfrac12)(x_i-q_i)\) to each term of the second. Every term then becomes one of
\[
A(t)=t\left[K(2-t)-t(\tfrac32-t)\right],\qquad B(t)=t^2(\tfrac32-t-K).
\]
In the first sum, chosen levels give \(A\) and the others \(B\); in the second, the roles swap.

Both are nonnegative for \(0\le t\le d\). For \(A\) we need \(K(t)\le K(d)\). After cross-multiplication the difference has the sign of
\[
(d-t)\left[2(2-d)(2-t)-2\right]\ge0 .
\]
For \(B\), \(K\le\tfrac12\) because \(2(1-d)^2\ge0\), and \(t<1\). If some level is fractional, \(\sum_i w_i>0\), and division gives \(|c-\tfrac12|\le K\). Finally \(K\le 3d/(4(1-d))\), since this reduces to \(d^2(14-8d)\ge0\).

**Q:** Now show me that the formal definitions say this.

**A:** The index type `ι` is finite and labels the levels.

In Lean 4 with Mathlib:

```lean
import Mathlib

open Filter Topology

namespace CanonicalPurificationDrift

noncomputable section

variable {ι : Type*} [Fintype ι] [DecidableEq ι]
```

The first definition is \(c\) from occupations, the second \(c\) from a real matrix.

```lean
/-- The parameter `c` of canonical purification, computed from the occupations. -/
def canonicalParameter {κ : Type*} [Fintype κ] (x : κ → ℝ) : ℝ :=
  (∑ i, (x i ^ 2 - x i ^ 3)) / ∑ i, (x i - x i ^ 2)

/-- The parameter `c` of canonical purification, computed from traces of the density matrix. -/
def traceParameter (P : Matrix ι ι ℝ) : ℝ :=
  Matrix.trace (P ^ 2 - P ^ 3) / Matrix.trace (P - P ^ 2)
```

`NearIdempotent` collects the assumptions, with `occ` as the chosen set. It contains no Hamiltonian, so nothing requires the chosen levels to be lowest in energy.

```lean
/-- Occupations in `[0,1]` whose sum is the number of chosen levels, with the chosen levels
within `d` of one and all others within `d` of zero. -/
structure NearIdempotent {κ : Type*} [Fintype κ] (x : κ → ℝ) (occ : Finset κ) (d : ℝ) :
    Prop where
  nonneg : ∀ i, 0 ≤ x i
  le_one : ∀ i, x i ≤ 1
  trace : ∑ i, x i = (occ.card : ℝ)
  occupied : ∀ i ∈ occ, 1 - x i ≤ d
  empty : ∀ i, i ∉ occ → x i ≤ d
```

`driftBound` is \(K(d)\).

```lean
/-- The function `d (3 - 2d) / (2 (2 - d))` of the edge width `d`. -/
def driftBound (d : ℝ) : ℝ := d * (3 - 2 * d) / (2 * (2 - d))
```

**Q:** And the proof follows your derivation?

**A:** Yes. First comes the monotonicity of \(K\), then the inequalities \(A\ge0\) and \(B\ge0\), in that order.

```lean
/-- The drift bound does not decrease as the edge width increases, for widths below one. -/
theorem driftBound_mono {t d : ℝ} (htd : t ≤ d) (hd : d < 1) :
    driftBound t ≤ driftBound d := by
  unfold driftBound
  rw [div_le_div_iff₀ (by linarith) (by linarith)]
  have h : 0 ≤ 6 - 4 * d - 4 * t + 2 * d * t := by
    nlinarith [mul_nonneg (sub_nonneg.2 hd.le) (sub_nonneg.2 (htd.trans hd.le))]
  nlinarith [mul_nonneg (sub_nonneg.2 htd) h]

/-- Two inequalities for a single level whose occupation deviates by `t ≤ d` from zero
or one. -/
theorem level_inequalities {t d : ℝ} (ht : 0 ≤ t) (htd : t ≤ d) (hd : d < 1) :
    t ^ 2 * (3 / 2 - t) ≤ driftBound d * (t * (1 - t)) + driftBound d * t ∧
    driftBound d * t ≤ t ^ 2 * (3 / 2 - t) + driftBound d * (t * (1 - t)) := by
  have hA : t * (3 - 2 * t) ≤ driftBound d * (2 * (2 - t)) := by
    have h := driftBound_mono htd hd
    rw [driftBound, div_le_iff₀ (by linarith)] at h
    exact h
  have hB : driftBound d ≤ 1 / 2 := by
    rw [driftBound, div_le_iff₀ (by linarith)]
    nlinarith [sq_nonneg (d - 1)]
  have hC : 0 ≤ 3 / 2 - t - driftBound d := by linarith
  constructor
  · nlinarith [mul_nonneg ht (sub_nonneg.2 hA)]
  · nlinarith [mul_nonneg (sq_nonneg t) hC]
```

In the next theorem, `hfrac` says that the matrix is not yet idempotent; otherwise \(c\) would be \(0/0\). It also forces \(d>0\). `hbal` is charge balance, and `lower` and `upper` are the two shifted sums, split by membership in `occ`.

```lean
/-- If some level is fractionally occupied, the parameter `c` differs from one half by at most `d (3
- 2d) / (2 (2 - d))`, provided the occupations satisfy `NearIdempotent x occ d` with `d < 1`. -/
theorem canonicalParameter_sharp_bound {x : ι → ℝ} {occ : Finset ι} {d : ℝ}
    (h : NearIdempotent x occ d) (hd : d < 1) (hfrac : ∃ i, x i ≠ 0 ∧ x i ≠ 1) :
    |canonicalParameter x - 1 / 2| ≤ driftBound d := by
  -- a fractional level makes the denominator positive
  have hw : 0 < ∑ i, (x i - x i ^ 2) := by
    obtain ⟨j, hj0, hj1⟩ := hfrac
    apply Finset.sum_pos'
    · intro i _
      nlinarith [mul_nonneg (h.nonneg i) (sub_nonneg.2 (h.le_one i))]
    · refine ⟨j, Finset.mem_univ j, ?_⟩
      have h0 : 0 < x j := lt_of_le_of_ne (h.nonneg j) (Ne.symm hj0)
      have h1 : x j < 1 := lt_of_le_of_ne (h.le_one j) hj1
      nlinarith [mul_pos h0 (sub_pos.2 h1)]
  -- trace conservation: the deviations from the ideal occupations cancel
  have hbal : ∑ i, (x i - if i ∈ occ then (1 : ℝ) else 0) = 0 := by
    rw [Finset.sum_sub_distrib, h.trace]
    simp
  have lower : 0 ≤ ∑ i, ((x i ^ 2 - x i ^ 3) - (1 / 2 - driftBound d) * (x i - x i ^ 2)
      + (1 / 2 - driftBound d) * (x i - if i ∈ occ then (1 : ℝ) else 0)) := by
    apply Finset.sum_nonneg
    intro i _
    by_cases hi : i ∈ occ
    · rw [if_pos hi]
      have hl := level_inequalities (sub_nonneg.2 (h.le_one i)) (h.occupied i hi) hd
      nlinarith [hl.1]
    · rw [if_neg hi]
      have hl := level_inequalities (h.nonneg i) (h.empty i hi) hd
      nlinarith [hl.2]
  have upper : 0 ≤ ∑ i, ((1 / 2 + driftBound d) * (x i - x i ^ 2) - (x i ^ 2 - x i ^ 3)
      + (driftBound d - 1 / 2) * (x i - if i ∈ occ then (1 : ℝ) else 0)) := by
    apply Finset.sum_nonneg
    intro i _
    by_cases hi : i ∈ occ
    · rw [if_pos hi]
      have hl := level_inequalities (sub_nonneg.2 (h.le_one i)) (h.occupied i hi) hd
      nlinarith [hl.2]
    · rw [if_neg hi]
      have hl := level_inequalities (h.nonneg i) (h.empty i hi) hd
      nlinarith [hl.1]
  rw [Finset.sum_add_distrib, ← Finset.mul_sum, hbal, Finset.sum_sub_distrib,
    ← Finset.mul_sum] at lower upper
  have h1 : 1 / 2 - driftBound d ≤ canonicalParameter x := by
    rw [canonicalParameter, le_div_iff₀ hw]
    linarith
  have h2 : canonicalParameter x ≤ 1 / 2 + driftBound d := by
    rw [canonicalParameter, div_le_iff₀ hw]
    linarith
  rw [abs_le]
  constructor <;> linarith
```

The simpler bound follows by comparing the two fractions. It is weaker than \(K(d)\), and informative only for \(d<\tfrac25\): beyond that it is at least \(\tfrac12\), which already follows from \(0\le c\le1\).

```lean
/-- If some level is fractionally occupied, the parameter `c` differs from one half by at most `3d /
(4 (1 - d))`, provided the occupations satisfy `NearIdempotent x occ d` with `d < 1`. -/
theorem canonicalParameter_near_half {x : ι → ℝ} {occ : Finset ι} {d : ℝ}
    (h : NearIdempotent x occ d) (hd : d < 1) (hfrac : ∃ i, x i ≠ 0 ∧ x i ≠ 1) :
    |canonicalParameter x - 1 / 2| ≤ 3 * d / (4 * (1 - d)) := by
  refine (canonicalParameter_sharp_bound h hd hfrac).trans ?_
  rw [driftBound, div_le_div_iff₀ (by linarith) (by linarith)]
  nlinarith [mul_nonneg (sq_nonneg d) (by linarith : (0 : ℝ) ≤ 14 - 8 * d)]
```

**Q:** A code holds a matrix, not its occupations.

**A:** If \(P=U\,\mathrm{diag}(x)\,V\) with \(VU=1\), the inner factors cancel in every power and the trace leaves sums over \(x_i\).

```lean
/-- For a diagonalizable density matrix the trace formula for `c` equals the formula in terms
of the occupations. -/
theorem traceParameter_eq {U V : Matrix ι ι ℝ} (hVU : V * U = 1) (x : ι → ℝ) :
    traceParameter (U * Matrix.diagonal x * V) = canonicalParameter x := by
  have key : ∀ y : ι → ℝ, Matrix.trace (U * Matrix.diagonal y * V) = ∑ i, y i := by
    intro y
    rw [Matrix.trace_mul_comm, ← Matrix.mul_assoc, hVU, one_mul, Matrix.trace_diagonal]
  have hm : ∀ y z : ι → ℝ, (U * Matrix.diagonal y * V) * (U * Matrix.diagonal z * V)
      = U * Matrix.diagonal (fun i => y i * z i) * V := by
    intro y z
    calc (U * Matrix.diagonal y * V) * (U * Matrix.diagonal z * V)
        = U * Matrix.diagonal y * (V * U) * Matrix.diagonal z * V := by
          simp only [mul_assoc]
      _ = U * Matrix.diagonal (fun i => y i * z i) * V := by
          rw [hVU, mul_one, mul_assoc U, Matrix.diagonal_mul_diagonal]
  simp only [traceParameter, canonicalParameter, Matrix.trace_sub, Finset.sum_sub_distrib,
    pow_succ, pow_zero, one_mul, hm, key]
```

Taking \(V=U^{T}\) gives a real symmetric density matrix in an orthonormal basis.

```lean
/-- The bound `3d / (4 (1 - d))` for a real symmetric density matrix with orthonormal orbitals as
the columns of `U` and occupations `x`, at least one of them fractional, that satisfy
`NearIdempotent x occ d` with `d < 1`. -/
theorem densityMatrix_near_half {U : Matrix ι ι ℝ} (hU : U.transpose * U = 1)
    {x : ι → ℝ} {occ : Finset ι} {d : ℝ} (h : NearIdempotent x occ d) (hd : d < 1)
    (hfrac : ∃ i, x i ≠ 0 ∧ x i ≠ 1) :
    |traceParameter (U * Matrix.diagonal x * U.transpose) - 1 / 2| ≤ 3 * d / (4 * (1 - d)) := by
  rw [traceParameter_eq hU]
  exact canonicalParameter_near_half h hd hfrac
```

In a calculation, one forms \(P^2\) and \(P^3\), computes \(c\) from traces, and updates
\[
P\leftarrow\begin{cases}\left[(1-2c)P+(1+c)P^2-P^3\right]/(1-c), & c\le\tfrac12,\\ \left[(1+c)P^2-P^3\right]/c, & c>\tfrac12.\end{cases}
\]
At \(c=\tfrac12\) both are McWeeny's \(3P^2-2P^3\). Since the denominator of \(c\) vanishes at convergence, the stopping test should precede the division. For linear-scaling electronic structure, the theorem limits how far \(c\) can sit from the McWeeny value at a single step, in exact arithmetic and finite dimension; it does not address convergence of the iteration.

**Q:** Could \(K(d)\) be improved?

**A:** Not as a bound for all system sizes. Take one chosen level at \(1-d\) and spread the missing charge over \(n+1\) empty levels, each holding \(e=d/(n+1)\).

```lean
/-- One level with occupation `1 - d`, and the missing charge `d` spread evenly over `n + 1`
further levels. -/
def edgeLevels (d : ℝ) (n : ℕ) : Option (Fin (n + 1)) → ℝ
  | none => 1 - d
  | some _ => d / ((n : ℝ) + 1)
```

These occupations satisfy every assumption when \(0<d<1\).

```lean
/-- The levels `edgeLevels d n` are near idempotent with edge width `d`, and the first of them
is fractionally occupied. -/
theorem nearIdempotent_witness {d : ℝ} (h0 : 0 < d) (hd : d < 1) (n : ℕ) :
    NearIdempotent (edgeLevels d n) {none} d ∧
      edgeLevels d n none ≠ 0 ∧ edgeLevels d n none ≠ 1 := by
  have hn : (0 : ℝ) < (n : ℝ) + 1 := by positivity
  have he0 : 0 ≤ d / ((n : ℝ) + 1) := by positivity
  have hed : d / ((n : ℝ) + 1) ≤ d := by
    rw [div_le_iff₀ hn]
    nlinarith [mul_nonneg h0.le (Nat.cast_nonneg (α := ℝ) n)]
  have he : ((n : ℝ) + 1) * (d / ((n : ℝ) + 1)) = d := by field_simp
  refine ⟨⟨?_, ?_, ?_, ?_, ?_⟩, ?_, ?_⟩
  · rintro (_ | j) <;> simp only [edgeLevels] <;> linarith
  · rintro (_ | j) <;> simp only [edgeLevels] <;> linarith
  · rw [Fintype.sum_option]
    simp only [edgeLevels, Finset.sum_const, Finset.card_univ, Fintype.card_fin, nsmul_eq_mul,
      Finset.card_singleton]
    push_cast
    linarith
  · rintro (_ | j) hi
    · simp only [edgeLevels]
      linarith
    · exact absurd hi (by simp)
  · rintro (_ | j) hi
    · exact absurd (Finset.mem_singleton_self _) hi
    · exact hed
  · simp only [edgeLevels]
    exact (sub_pos.2 hd).ne'
  · simp only [edgeLevels]
    intro h
    linarith
```

Cancelling a common factor \(d\) gives
\[
c=\frac{(1-d)^2+e-e^2}{2-d-e}\longrightarrow\frac{(1-d)^2}{2-d}=\frac12-K(d).
\]
At \(n=0\), \(c\) is exactly one half; the deviation approaches \(K(d)\) as \(n\to\infty\).

```lean
/-- As the missing charge is spread over ever more levels, `c` tends to one half minus the
drift bound. -/
theorem edgeLevels_tendsto {d : ℝ} (h0 : 0 < d) (hd : d < 1) :
    Tendsto (fun n : ℕ => canonicalParameter (edgeLevels d n)) atTop
      (𝓝 (1 / 2 - driftBound d)) := by
  have formula : ∀ n : ℕ, canonicalParameter (edgeLevels d n) =
      ((1 - d) ^ 2 + d / ((n : ℝ) + 1) - (d / ((n : ℝ) + 1)) ^ 2) /
        (2 - d - d / ((n : ℝ) + 1)) := by
    intro n
    have hn : (n : ℝ) + 1 ≠ 0 := by positivity
    have he : ((n : ℝ) + 1) * (d / ((n : ℝ) + 1)) = d := by field_simp
    rw [canonicalParameter, Fintype.sum_option, Fintype.sum_option]
    simp only [edgeLevels, Finset.sum_const, Finset.card_univ, Fintype.card_fin, nsmul_eq_mul]
    push_cast
    generalize d / ((n : ℝ) + 1) = e at he ⊢
    -- both sums carry a common factor d
    have num : (1 - d) ^ 2 - (1 - d) ^ 3 + ((n : ℝ) + 1) * (e ^ 2 - e ^ 3)
        = d * ((1 - d) ^ 2 + e - e ^ 2) := by
      linear_combination (e - e ^ 2) * he
    have den : 1 - d - (1 - d) ^ 2 + ((n : ℝ) + 1) * (e - e ^ 2) = d * (2 - d - e) := by
      linear_combination (1 - e) * he
    rw [num, den, mul_div_mul_left _ _ h0.ne']
  have he : Tendsto (fun n : ℕ => d / ((n : ℝ) + 1)) atTop (𝓝 0) := by
    have h := (tendsto_one_div_add_atTop_nhds_zero_nat (𝕜 := ℝ)).const_mul d
    simpa only [mul_zero, mul_one_div] using h
  have hne : 2 - d ≠ 0 := by linarith
  have hlim := ((he.const_add ((1 - d) ^ 2)).sub (he.pow 2)).div (he.const_sub (2 - d))
    (by rwa [sub_zero])
  have hval : ((1 - d) ^ 2 + 0 - 0 ^ 2) / (2 - d - 0) = 1 / 2 - driftBound d := by
    have hK : driftBound d * (2 * (2 - d)) = d * (3 - 2 * d) :=
      div_mul_cancel₀ _ (mul_ne_zero two_ne_zero hne)
    rw [sub_zero (2 - d), div_eq_iff hne]
    linear_combination (1 / 2) * hK
  rw [hval] at hlim
  exact hlim.congr (fun n => (formula n).symm)
```

Hence any smaller constant `B` is exceeded by some member of the family.

```lean
/-- For every number `B` below the drift bound, some member of the family `edgeLevels d n` has
`c` further than `B` from one half. -/
theorem driftBound_optimal {d B : ℝ} (h0 : 0 < d) (hd : d < 1) (hB : B < driftBound d) :
    ∃ n : ℕ, B < |canonicalParameter (edgeLevels d n) - 1 / 2| := by
  have hlt : 1 / 2 - driftBound d < 1 / 2 - B := by linarith
  have hev : ∀ᶠ n : ℕ in atTop, canonicalParameter (edgeLevels d n) < 1 / 2 - B :=
    edgeLevels_tendsto h0 hd (Iio_mem_nhds hlt)
  obtain ⟨n, hn⟩ := hev.exists
  refine ⟨n, ?_⟩
  have := neg_abs_le (canonicalParameter (edgeLevels d n) - 1 / 2)
  linarith

end

end CanonicalPurificationDrift
```

```lean
#print axioms CanonicalPurificationDrift.canonicalParameter_near_half
-- 'CanonicalPurificationDrift.canonicalParameter_near_half' depends on axioms: [propext, Classical.choice, Quot.sound]
#print axioms CanonicalPurificationDrift.densityMatrix_near_half
-- 'CanonicalPurificationDrift.densityMatrix_near_half' depends on axioms: [propext, Classical.choice, Quot.sound]
#print axioms CanonicalPurificationDrift.driftBound_optimal
-- 'CanonicalPurificationDrift.driftBound_optimal' depends on axioms: [propext, Classical.choice, Quot.sound]
```
